# For $a>0$, the odd Gaussian moments $\int_0^\infty r^{2n+1}e^{-ar^2}\,dr = n!/(2a^{n+1})$ contain no $\sqrt\pi$

An electron sits in the field of a point nucleus of charge $Z$ (in atomic units), and I expand its orbital in Gaussians centred on that nucleus. For two unnormalised s functions $e^{-\alpha r^2}$ and $e^{-\beta r^2}$, my radial overlap is $\sqrt\pi/\bigl(4(\alpha+\beta)^{3/2}\bigr)$, but my radial nuclear attraction integral is $-Z/\bigl(2(\alpha+\beta)\bigr)$. Both integrate the same Gaussian over the same half-line, and only one has a $\sqrt\pi$. Did I lose a factor, or is the second integral really free of it? And does "free of $\sqrt\pi$" mean anything, given that I could always write $1=\sqrt\pi/\sqrt\pi$?

## The Coulomb potential leaves an odd power of $r$

No factor was lost. The overlap integrand contains $r^2$ from the volume element. In the attraction integral the potential $-Z/r$ reduces this to $r^1$, and odd powers integrate without $\sqrt\pi$. For positive rational exponents the distinction does not depend on how the result is written: the odd moments are rational numbers and the even ones are irrational.

### Two ladders with different first rungs

For $a>0$ and $k=0,1,2,\dots$ let

$$M_k=\int_0^\infty r^k e^{-ar^2}\,dr .$$

The integral converges because the Gaussian decays faster than any power grows. By the product rule,

$$\frac{d}{dr}\left(r^{k+1}e^{-ar^2}\right)=(k+1)\,r^k e^{-ar^2}-2a\,r^{k+2}e^{-ar^2}.$$

The function in brackets vanishes at $r=0$, since $k+1\ge 1$, and also at infinity. Integrating both sides gives $0=(k+1)M_k-2aM_{k+2}$, so

$$M_{k+2}=\frac{k+1}{2a}\,M_k .$$

Each step raises the power by two, so odd and even moments never mix. The odd ladder starts from an exact derivative. Since $\frac{d}{dr}e^{-ar^2}=-2a\,r\,e^{-ar^2}$, integration gives $0-1=-2aM_1$, hence $M_1=1/(2a)$. If $M_{2n+1}=n!/(2a^{n+1})$, then

$$M_{2n+3}=\frac{2n+2}{2a}\cdot\frac{n!}{2a^{n+1}}=\frac{(n+1)!}{2a^{n+2}},$$

which proves the odd formula by induction.

The even ladder starts from the half-line Gaussian integral $M_0=\tfrac12\sqrt{\pi/a}$, and the same recurrence gives

$$M_{2n}=\frac{(2n)!}{n!\,(4a)^n}\cdot\frac12\sqrt{\frac{\pi}{a}},$$

because going from $n$ to $n+1$ multiplies the first fraction by $\frac{(2n+2)(2n+1)}{(n+1)\,4a}=\frac{2n+1}{2a}$.

Now let $a$ be rational. Then $M_{2n+1}$ is plainly rational. Write $M_{2n}=\tfrac c2\sqrt{\pi/a}$ with $c$ a positive rational. If $M_{2n}$ were a rational number $q$, then $\pi=a(2q/c)^2$ would be rational, which is false.

### The attraction integral, before and after normalisation

For two primitives $r^l e^{-\alpha r^2}$ and $r^l e^{-\beta r^2}$ of the same angular momentum $l=0,1,2,\dots$, with $\alpha+\beta>0$, the integrand is

$$r^{l}e^{-\alpha r^2}\left(-\frac Zr\right)r^{l}e^{-\beta r^2}\,r^2=-Z\,r^{2l+1}e^{-(\alpha+\beta)r^2},$$

so the integral is $-Z\,l!/\bigl(2(\alpha+\beta)^{l+1}\bigr)$. At $l=0$ this is your result.

Normalisation brings $\sqrt\pi$ back, because the squared norm is an even moment. For a single normalised primitive with $\alpha>0$, dividing by $M_{2l+2}$ at $a=2\alpha$ gives

$$\langle -Z/r\rangle=-Z\,\frac{4^{l+1}\,l!\,(l+1)!}{(2l+2)!}\sqrt{\frac{2\alpha}{\pi}},$$

which is $-2Z\sqrt{2\alpha/\pi}$ for an s function.

### What the Lean theorems say

`radialMoment a k` is $M_k$ with its exponent made explicit: the Lebesgue integral over `Ioi (0 : ℝ)`, the open half-line $r>0$, for real `a` and natural `k`. `radialMoment_odd` and `radialMoment_even` are the two closed forms under the hypothesis `0 < a`. In `irrational_radialMoment_iff` the exponent is a positive rational, and the moment is irrational exactly when `k` is even.

`primitive α l r` is the unnormalised radial function. `nuclearAttraction Z α β l` contains the potential $-Z/r$ by definition; it stands for the attraction of an electron to a point nucleus in atomic units. There is no angular factor, which corresponds to attaching the same normalised spherical harmonic to both primitives. `nuclearAttraction_eq` assumes only `0 < α + β`, so one exponent may even be negative, although that primitive could not then be normalised.

In electronic structure this supplies the radial part of a one-electron matrix element, restricted to a point nucleus and two Gaussians of equal $l$ centred on it. Attraction to a nucleus at another centre is a different integral.

```lean
import Mathlib

open MeasureTheory Set
open scoped Nat

namespace GaussianRadialMoments

noncomputable section

/-- The `k`-th half-line moment of a Gaussian with exponent `a`: the integral of
`r^k exp(-a r²)` over `r > 0`. -/
def radialMoment (a : ℝ) (k : ℕ) : ℝ :=
  ∫ r in Ioi (0 : ℝ), r ^ k * Real.exp (-a * r ^ 2)

/-- The unnormalised radial Gaussian primitive `r^l exp(-α r²)`. -/
def primitive (α : ℝ) (l : ℕ) (r : ℝ) : ℝ :=
  r ^ l * Real.exp (-α * r ^ 2)

/-- The radial integral over `r > 0` of two primitives of equal `l` on one centre with the
Coulomb potential `-Z/r` and the volume factor `r²`. -/
def nuclearAttraction (Z α β : ℝ) (l : ℕ) : ℝ :=
  ∫ r in Ioi (0 : ℝ), primitive α l r * (-Z / r) * primitive β l r * r ^ 2

/-- For a positive exponent, the integrand of every half-line moment is integrable. -/
theorem integrableOn_moment {a : ℝ} (ha : 0 < a) (k : ℕ) :
    IntegrableOn (fun r : ℝ => r ^ k * Real.exp (-a * r ^ 2)) (Ioi 0) := by
  have hk : (-1 : ℝ) < (k : ℝ) := by
    have : (0 : ℝ) ≤ (k : ℝ) := Nat.cast_nonneg k
    linarith
  have h := integrable_rpow_mul_exp_neg_mul_sq ha hk
  simp only [Real.rpow_natCast] at h
  exact h.integrableOn

/-- The slope of the Gaussian `exp(-a r²)` is `-2a r exp(-a r²)`. -/
theorem hasDerivAt_gaussian (a r : ℝ) :
    HasDerivAt (fun x : ℝ => Real.exp (-a * x ^ 2))
      (-2 * a * (r ^ 1 * Real.exp (-a * r ^ 2))) r := by
  have hg : HasDerivAt (fun x : ℝ => -a * x ^ 2) (-a * (2 * r)) r :=
    ((hasDerivAt_pow 2 r).const_mul (-a)).congr_deriv (by norm_num)
  exact hg.exp.congr_deriv (by ring)

/-- For a positive exponent, integration by parts raises the power of `r` by two:
`M_(k+2) = (k+1)/(2a) M_k`. -/
theorem radialMoment_add_two {a : ℝ} (ha : 0 < a) (k : ℕ) :
    radialMoment a (k + 2) = ((k : ℝ) + 1) / (2 * a) * radialMoment a k := by
  have hd : ∀ r : ℝ, HasDerivAt (fun x : ℝ => x ^ (k + 1) * Real.exp (-a * x ^ 2))
      (((k : ℝ) + 1) * (r ^ k * Real.exp (-a * r ^ 2))
        - 2 * a * (r ^ (k + 2) * Real.exp (-a * r ^ 2))) r := fun r =>
    ((hasDerivAt_pow (k + 1) r).fun_mul (hasDerivAt_gaussian a r)).congr_deriv (by
      simp only [Nat.add_sub_cancel]
      push_cast
      ring)
  have i0 := Integrable.const_mul (integrableOn_moment ha k) ((k : ℝ) + 1)
  have i2 := Integrable.const_mul (integrableOn_moment ha (k + 2)) (2 * a)
  have hi : IntegrableOn (fun r : ℝ => ((k : ℝ) + 1) * (r ^ k * Real.exp (-a * r ^ 2))
      - 2 * a * (r ^ (k + 2) * Real.exp (-a * r ^ 2))) (Ioi 0) := Integrable.sub i0 i2
  -- the boundary term vanishes at infinity and at the origin
  have ht := tendsto_zero_of_hasDerivAt_of_integrableOn_Ioi
    (fun r _ => hd r) hi (integrableOn_moment ha (k + 1))
  have h := integral_Ioi_of_hasDerivAt_of_tendsto' (fun r _ => hd r) hi ht
  rw [integral_sub i0 i2, integral_const_mul, integral_const_mul] at h
  have z : (0 : ℝ) ^ (k + 1) = 0 := by simp
  simp only [z, zero_mul, sub_zero] at h
  unfold radialMoment
  rw [div_mul_eq_mul_div, eq_div_iff (by positivity)]
  linear_combination -h

/-- For a positive exponent, the first half-line moment is `1/(2a)`. -/
theorem radialMoment_one {a : ℝ} (ha : 0 < a) : radialMoment a 1 = 1 / (2 * a) := by
  have hi := Integrable.const_mul (integrableOn_moment ha 1) (-2 * a)
  have h0 : IntegrableOn (fun r : ℝ => Real.exp (-a * r ^ 2)) (Ioi 0) := by
    simpa using integrableOn_moment ha 0
  -- the integrand is an exact derivative
  have ht := tendsto_zero_of_hasDerivAt_of_integrableOn_Ioi
    (fun r _ => hasDerivAt_gaussian a r) hi h0
  have h := integral_Ioi_of_hasDerivAt_of_tendsto'
    (fun r _ => hasDerivAt_gaussian a r) hi ht
  rw [integral_const_mul] at h
  have z : Real.exp (-a * (0 : ℝ) ^ 2) = 1 := by simp
  rw [z] at h
  unfold radialMoment
  rw [eq_div_iff (by positivity)]
  linear_combination -h

/-- For a positive exponent, the integral of `r^(2n+1) exp(-a r²)` over `r > 0` equals
`n!/(2 a^(n+1))`. -/
theorem radialMoment_odd {a : ℝ} (ha : 0 < a) (n : ℕ) :
    radialMoment a (2 * n + 1) = (n ! : ℝ) / (2 * a ^ (n + 1)) := by
  induction n with
  | zero => simpa using radialMoment_one ha
  | succ n ih =>
    rw [show 2 * (n + 1) + 1 = (2 * n + 1) + 2 by ring, radialMoment_add_two ha, ih,
      Nat.factorial_succ, div_mul_div_comm, div_eq_div_iff (by positivity) (by positivity)]
    push_cast
    ring

/-- For a positive exponent, the integral of `r^(2n) exp(-a r²)` over `r > 0` equals
`(2n)!/(n! (4a)^n)` times `√(π/a)/2`. -/
theorem radialMoment_even {a : ℝ} (ha : 0 < a) (n : ℕ) :
    radialMoment a (2 * n) =
      ((2 * n)! : ℝ) / ((n ! : ℝ) * (4 * a) ^ n) * (Real.sqrt (Real.pi / a) / 2) := by
  induction n with
  | zero => simpa [radialMoment] using integral_gaussian_Ioi a
  | succ n ih =>
    have hf : ((2 * n + 2)! : ℝ) = (2 * n + 2) * (2 * n + 1) * ((2 * n)! : ℝ) := by
      rw [show 2 * n + 2 = 2 * n + 1 + 1 from rfl, Nat.factorial_succ, Nat.factorial_succ]
      push_cast
      ring
    rw [show 2 * (n + 1) = 2 * n + 2 by ring, radialMoment_add_two ha, ih, hf,
      Nat.factorial_succ, ← mul_assoc]
    congr 1
    rw [div_mul_div_comm, div_eq_div_iff (by positivity) (by positivity)]
    push_cast
    ring

/-- For a positive rational exponent, the `k`-th half-line moment is irrational exactly when
`k` is even. -/
theorem irrational_radialMoment_iff {a : ℚ} (ha : 0 < a) (k : ℕ) :
    Irrational (radialMoment (a : ℝ) k) ↔ Even k := by
  have ha' : (0 : ℝ) < (a : ℝ) := by exact_mod_cast ha
  constructor
  · intro h
    by_contra hk
    obtain ⟨n, rfl⟩ := Nat.not_even_iff_odd.mp hk
    apply h
    refine ⟨(n ! : ℚ) / (2 * a ^ (n + 1)), ?_⟩
    rw [radialMoment_odd ha']
    push_cast
    rfl
  · rintro ⟨n, rfl⟩
    rw [← two_mul]
    rintro ⟨q, hq⟩
    rw [radialMoment_even ha'] at hq
    have hc : ((2 * n)! : ℝ) / ((n ! : ℝ) * (4 * (a : ℝ)) ^ n) ≠ 0 := by positivity
    have hs : Real.sqrt (Real.pi / a) ^ 2 = Real.pi / a := Real.sq_sqrt (by positivity)
    have h2 : 2 * (q : ℝ) / (((2 * n)! : ℝ) / ((n ! : ℝ) * (4 * (a : ℝ)) ^ n))
        = Real.sqrt (Real.pi / a) := by
      rw [div_eq_iff hc, hq]
      ring
    -- a rational even moment would make π rational
    apply irrational_pi
    refine ⟨a * (2 * q / (((2 * n)! : ℚ) / ((n ! : ℚ) * (4 * a) ^ n))) ^ 2, ?_⟩
    push_cast
    rw [h2, hs]
    field_simp

/-- If the exponents have a positive sum, the one-centre radial nuclear attraction integral
of two primitives of equal `l` is `-Z l!/(2 (α+β)^(l+1))`. -/
theorem nuclearAttraction_eq (Z : ℝ) {α β : ℝ} (h : 0 < α + β) (l : ℕ) :
    nuclearAttraction Z α β l = -Z * ((l ! : ℝ) / (2 * (α + β) ^ (l + 1))) := by
  rw [← radialMoment_odd h l]
  unfold nuclearAttraction radialMoment
  rw [← integral_const_mul]
  apply setIntegral_congr_fun measurableSet_Ioi
  intro r hr
  have hr' : r ≠ 0 := (Set.mem_Ioi.mp hr).ne'
  -- the Gaussians merge, and the volume factor cancels the Coulomb singularity
  have e : Real.exp (-(α + β) * r ^ 2)
      = Real.exp (-α * r ^ 2) * Real.exp (-β * r ^ 2) := by
    rw [← Real.exp_add]
    congr 1
    ring
  have e2 : -Z / r * r ^ 2 = -Z * r := by field_simp
  simp only [primitive]
  rw [e]
  linear_combination
    (r ^ l * Real.exp (-α * r ^ 2) * (r ^ l * Real.exp (-β * r ^ 2))) * e2

end

end GaussianRadialMoments
```

```lean
#print axioms GaussianRadialMoments.radialMoment_odd
-- 'GaussianRadialMoments.radialMoment_odd' depends on axioms: [propext, Classical.choice, Quot.sound]
#print axioms GaussianRadialMoments.irrational_radialMoment_iff
-- 'GaussianRadialMoments.irrational_radialMoment_iff' depends on axioms: [propext, Classical.choice, Quot.sound]
#print axioms GaussianRadialMoments.nuclearAttraction_eq
-- 'GaussianRadialMoments.nuclearAttraction_eq' depends on axioms: [propext, Classical.choice, Quot.sound]
```

### From the calculus to the Lean proof

`integrableOn_moment` provides convergence. It takes Mathlib's result for real powers greater than $-1$ on the whole line and restricts it to the half-line. `hasDerivAt_gaussian` is the derivative of the exponential.

In `radialMoment_add_two`, `hd` is the product rule above, and `i0` and `i2` say that its two terms are separately integrable. The boundary term at infinity is handled by `ht`: a function that is integrable on the half-line together with its derivative tends to zero. The fundamental theorem of calculus on the half-line then gives `h`, `z` removes the boundary value at the origin, and `linear_combination -h` solves for the higher moment. `radialMoment_one` runs the same argument on the bare exponential, whose value at the origin is 1, and that value is what makes the first moment nonzero.

`radialMoment_odd` and `radialMoment_even` are the two inductions. Each rewrites with the recurrence and the induction hypothesis, then compares fractions by cross-multiplication. The even case starts from `integral_gaussian_Ioi`, which is where $\sqrt\pi$ enters.

In `irrational_radialMoment_iff`, the first direction takes an odd `k` and exhibits the rational value. The second assumes that an even moment equals a rational `q`, solves for the square root in `h2`, and squares it to write $\pi$ as a rational number, against `irrational_pi`.

`nuclearAttraction_eq` replaces the closed form by the odd moment and compares integrands point by point. There `e` merges the exponentials, and `e2` is the cancellation $(-Z/r)\,r^2=-Zr$, which uses $r\neq 0$ on the open half-line.

### Negative and irrational exponents

Take $a=-1$ and $n=0$. The integrand $r\,e^{r^2}$ grows without bound and its integral diverges, while the formula would return $-\tfrac12$. Lean assigns the value 0 to a divergent integral, so the equation would read $0=-\tfrac12$. Negative exponents therefore cannot be admitted in general.

The parity criterion for irrationality also fails if every positive real exponent is allowed. At $a=\pi$ the zeroth moment is $\tfrac12\sqrt{\pi/\pi}=\tfrac12$, which is rational, and the first is $1/(2\pi)$, which is irrational. This is your $\sqrt\pi/\sqrt\pi$ objection in concrete form: an exponent that contains $\pi$ can cancel the $\sqrt\pi$ of an even moment or put a $\pi$ into an odd one, and a rational exponent can do neither.
